# The binning error of an overlap plot is at most half a bin width

Take two ensembles on a finite set of configurations, with reduced energies u0 and u1, and a bin of width h centred at c that contains at least one value of the energy gap u1 − u0. The logarithm of the ratio of the bin's exact probabilities in ensembles 1 and 0 then differs from ΔF − c by at most h/2, where ΔF is the reduced free-energy difference.

## Two ensembles and one energy gap

Let X be the set of configurations x. A reduced energy is an energy divided by kT, so all quantities below are dimensionless. For i = 0, 1 define

Zi = Σ_x exp(−ui(x)),  pi(x) = exp(−ui(x)) / Zi

Δu(x) = u1(x) − u0(x),  ΔF = −ln(Z1/Z0)

For a bin B of gap values, Pi(B) is the sum of pi(x) over all x with Δu(x) in B. The overlapping distribution method compares histograms of Δu from two simulations. For a single gap value w the comparison is exact:

ln(P1({w}) / P0({w})) = ΔF − w, if w occurs.

The overlap plot considered here shows the log-ratio of each bin against the bin's centre. A histogram bin can lump several gap values together, and its centre c replaces w. The bound limits the resulting bias when ΔF is estimated as the log-ratio plus c in this finite model: for a bin of reduced width 0.1 the bias is at most 0.05, that is 0.05 kT in energy units.

## What the theorem assumes about the bin

In Lean, `partitionFn`, `boltzmann` and `deltaF` are Z, p and ΔF. `gapProb u0 u1 u B` is the probability of B in the ensemble of `u`, and `overlapLogRatio` is ln(P1(B)/P0(B)). The main theorem, `binning_error_le`, has two hypotheses:

- `hB` says that some configuration has its gap in B.
- `hI` says that B lies inside the closed interval from c − h/2 to c + h/2. Open, half-open and closed bins are all covered.

Together they force X to be nonempty and h ≥ 0, so neither is assumed separately. At h = 0 the bin is a single value and the error vanishes.

The probabilities are exact Boltzmann sums, not histogram counts, so sampling noise is absent from the bound. Continuous configuration spaces are not covered.

## Reweighting inside one bin

Dividing the two Boltzmann probabilities gives

p1(x)/p0(x) = (Z0/Z1) exp(−Δu(x)) = exp(ΔF − Δu(x))

because exp(ΔF) = Z0/Z1. Summing p1(x) = exp(ΔF − Δu(x)) p0(x) over the configurations with Δu(x) = w gives the exact relation for a single gap value.

Now let B lie in [a, b]. For each x with Δu(x) in B,

exp(ΔF − b) p0(x) ≤ p1(x) ≤ exp(ΔF − a) p0(x)

Summing over these x gives

exp(ΔF − b) P0(B) ≤ P1(B) ≤ exp(ΔF − a) P0(B)

Since B is occupied and every Boltzmann weight is positive, P0(B) and P1(B) are positive. Dividing by P0(B) and taking logarithms,

ΔF − b ≤ ln(P1(B)/P0(B)) ≤ ΔF − a

With a = c − h/2 and b = c + h/2, this says

|ln(P1(B)/P0(B)) − (ΔF − c)| ≤ h/2

## When the error reaches h/2

The upper bound is attained only if the summed inequality is an equality. Its terms are already ordered one by one, so each must be an equality, and since p0(x) > 0 this means Δu(x) = a for every x in the bin. The lower bound likewise requires Δu(x) = b throughout. Conversely, if every gap value in the bin equals a, or every one equals b, the exact relation for a single gap value gives a log-ratio of ΔF − a or ΔF − b, so the corresponding bound is attained. The error therefore equals h/2 exactly when all gap values in the bin sit at its lower edge, or all at its upper edge.

## Averaging over several bins

Each occupied bin B_k with centre c_k gives the estimate ln(P1(B_k)/P0(B_k)) + c_k of ΔF. Let its error be e_k, and let w_k ≥ 0 be averaging weights with Σ_k w_k = 1. If all bins have width h, the averaged estimate has error Σ_k w_k e_k, and

|Σ_k w_k e_k| ≤ Σ_k w_k |e_k| ≤ Σ_k w_k h/2 = h/2

## Three configurations in numbers

Let u0 = 0 for three configurations and let u1 take the values 0, ln 2 and ln 4. Then Z0 = 3, Z1 = 1 + 1/2 + 1/4 = 7/4, and ΔF = ln(12/7) ≈ 0.539.

The bin [0, 0.8] has c = 0.4 and h = 0.8, and contains the gaps 0 and ln 2 ≈ 0.693. Its probabilities are

P0 = 2/3,  P1 = (3/2)/(7/4) = 6/7

The log-ratio is ln(9/7) ≈ 0.251, whereas ΔF − c ≈ 0.139. The error is about 0.112, below h/2 = 0.4.

The bin [0, 0.6] contains only the gap 0, at its lower edge. Its log-ratio is ln((4/7)/(1/3)) = ln(12/7) = ΔF, so the error is c = 0.3, which is exactly h/2.

## The complete Lean file

```lean
import Mathlib

open scoped Classical

namespace OverlappingDistribution

noncomputable section

variable {X : Type*} [Fintype X]

/-- The configurational partition function of the reduced energy `u`. -/
def partitionFn (u : X → ℝ) : ℝ := ∑ x, Real.exp (-u x)

/-- The Boltzmann probability of configuration `x` for the reduced energy `u`. -/
def boltzmann (u : X → ℝ) (x : X) : ℝ := Real.exp (-u x) / partitionFn u

/-- The reduced free-energy difference `-ln (Z₁ / Z₀)`. -/
def deltaF (u0 u1 : X → ℝ) : ℝ := -Real.log (partitionFn u1 / partitionFn u0)

/-- The probability, in the ensemble of `u`, that the energy gap `u1 - u0` falls in the bin `B`. -/
def gapProb (u0 u1 u : X → ℝ) (B : Set ℝ) : ℝ :=
  ∑ x with u1 x - u0 x ∈ B, boltzmann u x

/-- The ordinate of the overlap plot: the logarithm of the ratio of the probabilities of the
bin `B` in ensembles 1 and 0. -/
def overlapLogRatio (u0 u1 : X → ℝ) (B : Set ℝ) : ℝ :=
  Real.log (gapProb u0 u1 u1 B / gapProb u0 u1 u0 B)

/-- Every configuration has positive Boltzmann probability. -/
theorem boltzmann_pos (u : X → ℝ) (x : X) : 0 < boltzmann u x :=
  div_pos (Real.exp_pos _)
    (Finset.sum_pos (fun _ _ => Real.exp_pos _) ⟨x, Finset.mem_univ x⟩)

/-- Reweighting: the Boltzmann probabilities of the two ensembles differ by the factor
`exp (ΔF - Δu)`. -/
theorem boltzmann_reweight (u0 u1 : X → ℝ) (x : X) :
    boltzmann u1 x = Real.exp (deltaF u0 u1 - (u1 x - u0 x)) * boltzmann u0 x := by
  have hZ : ∀ u : X → ℝ, 0 < partitionFn u := fun u =>
    Finset.sum_pos (fun _ _ => Real.exp_pos _) ⟨x, Finset.mem_univ x⟩
  have h0 := (hZ u0).ne'
  have h1 := (hZ u1).ne'
  have e : Real.exp (deltaF u0 u1) = partitionFn u0 / partitionFn u1 := by
    rw [deltaF, Real.exp_neg, Real.exp_log (div_pos (hZ u1) (hZ u0)), inv_div]
  have e2 : Real.exp (-u1 x) = Real.exp (-(u1 x - u0 x)) * Real.exp (-u0 x) := by
    rw [← Real.exp_add]
    congr 1
    ring
  have e3 : Real.exp (deltaF u0 u1 - (u1 x - u0 x))
      = Real.exp (deltaF u0 u1) * Real.exp (-(u1 x - u0 x)) := by
    rw [← Real.exp_add]
    congr 1
  rw [e3, e]
  unfold boltzmann
  rw [e2]
  generalize Real.exp (-(u1 x - u0 x)) = E
  generalize Real.exp (-u0 x) = F
  field_simp

/-- The exact overlap relation: the probabilities of a single gap value `w` in the two
ensembles differ by the factor `exp (ΔF - w)`. -/
theorem gapProb_singleton (u0 u1 : X → ℝ) (w : ℝ) :
    gapProb u0 u1 u1 {w} = Real.exp (deltaF u0 u1 - w) * gapProb u0 u1 u0 {w} := by
  unfold gapProb
  rw [Finset.mul_sum]
  refine Finset.sum_congr rfl fun x hx => ?_
  have hw : u1 x - u0 x = w := (Finset.mem_filter.mp hx).2
  rw [boltzmann_reweight u0 u1 x, hw]

/-- A bin that contains some value of the gap has positive probability in every ensemble. -/
theorem gapProb_pos (u0 u1 u : X → ℝ) {B : Set ℝ} (hB : ∃ x, u1 x - u0 x ∈ B) :
    0 < gapProb u0 u1 u B := by
  obtain ⟨x, hx⟩ := hB
  exact Finset.sum_pos (fun y _ => boltzmann_pos u y)
    ⟨x, Finset.mem_filter.mpr ⟨Finset.mem_univ x, hx⟩⟩

/-- For an occupied bin inside `[a, b]`, the overlap log-ratio lies between `ΔF - b` and
`ΔF - a`. -/
theorem overlapLogRatio_mem_Icc (u0 u1 : X → ℝ) {B : Set ℝ} {a b : ℝ}
    (hB : ∃ x, u1 x - u0 x ∈ B) (hI : B ⊆ Set.Icc a b) :
    overlapLogRatio u0 u1 B ∈ Set.Icc (deltaF u0 u1 - b) (deltaF u0 u1 - a) := by
  have h0 := gapProb_pos u0 u1 u0 hB
  have h1 := gapProb_pos u0 u1 u1 hB
  unfold overlapLogRatio
  constructor
  · -- each weight is at least `exp (ΔF - b)` times its counterpart in ensemble 0
    rw [Real.le_log_iff_exp_le (div_pos h1 h0), le_div_iff₀ h0]
    unfold gapProb
    rw [Finset.mul_sum]
    refine Finset.sum_le_sum fun x hx => ?_
    have hb := (hI (Finset.mem_filter.mp hx).2).2
    rw [boltzmann_reweight u0 u1 x]
    exact mul_le_mul_of_nonneg_right (Real.exp_le_exp.mpr (by linarith)) (boltzmann_pos u0 x).le
  · -- and at most `exp (ΔF - a)` times it
    rw [Real.log_le_iff_le_exp (div_pos h1 h0), div_le_iff₀ h0]
    unfold gapProb
    rw [Finset.mul_sum]
    refine Finset.sum_le_sum fun x hx => ?_
    have ha := (hI (Finset.mem_filter.mp hx).2).1
    rw [boltzmann_reweight u0 u1 x]
    exact mul_le_mul_of_nonneg_right (Real.exp_le_exp.mpr (by linarith)) (boltzmann_pos u0 x).le

/-- Binning error of the overlap plot: for an occupied bin of width `h` centred at `c`, the
log-ratio of the bin probabilities differs from `ΔF - c` by at most `h / 2`. -/
theorem binning_error_le (u0 u1 : X → ℝ) {B : Set ℝ} {c h : ℝ}
    (hB : ∃ x, u1 x - u0 x ∈ B) (hI : B ⊆ Set.Icc (c - h / 2) (c + h / 2)) :
    |overlapLogRatio u0 u1 B - (deltaF u0 u1 - c)| ≤ h / 2 := by
  obtain ⟨hl, hu⟩ := overlapLogRatio_mem_Icc u0 u1 hB hI
  rw [abs_le]
  constructor <;> linarith

/-- If an occupied bin lies on one side of `a`, the overlap log-ratio equals `ΔF - a` exactly
when every gap value in the bin equals `a`. -/
theorem overlapLogRatio_eq_iff (u0 u1 : X → ℝ) {B : Set ℝ} {a : ℝ}
    (hB : ∃ x, u1 x - u0 x ∈ B) (hside : B ⊆ Set.Ici a ∨ B ⊆ Set.Iic a) :
    overlapLogRatio u0 u1 B = deltaF u0 u1 - a ↔
      ∀ x, u1 x - u0 x ∈ B → u1 x - u0 x = a := by
  have h0 := gapProb_pos u0 u1 u0 hB
  have h1 := gapProb_pos u0 u1 u1 hB
  have key : overlapLogRatio u0 u1 B = deltaF u0 u1 - a ↔
      gapProb u0 u1 u1 B = Real.exp (deltaF u0 u1 - a) * gapProb u0 u1 u0 B := by
    unfold overlapLogRatio
    rw [← div_eq_iff h0.ne']
    constructor
    · intro h
      rw [← h, Real.exp_log (div_pos h1 h0)]
    · intro h
      rw [h, Real.log_exp]
  have term : ∀ x, boltzmann u1 x = Real.exp (deltaF u0 u1 - a) * boltzmann u0 x ↔
      u1 x - u0 x = a := by
    intro x
    rw [boltzmann_reweight u0 u1 x, mul_left_inj' (boltzmann_pos u0 x).ne', Real.exp_eq_exp]
    constructor <;> intro h <;> linarith
  rw [key]
  unfold gapProb
  rw [Finset.mul_sum]
  -- two sums ordered term by term agree only if all their terms agree
  rcases hside with hs | hs
  · have hle : ∀ x ∈ Finset.univ.filter (fun x => u1 x - u0 x ∈ B),
        boltzmann u1 x ≤ Real.exp (deltaF u0 u1 - a) * boltzmann u0 x := by
      intro x hx
      have ha : a ≤ u1 x - u0 x := hs (Finset.mem_filter.mp hx).2
      rw [boltzmann_reweight u0 u1 x]
      exact mul_le_mul_of_nonneg_right (Real.exp_le_exp.mpr (by linarith)) (boltzmann_pos u0 x).le
    have hq := Finset.sum_eq_sum_iff_of_le hle
    exact ⟨fun h x hx => (term x).1 (hq.1 h x (Finset.mem_filter.mpr ⟨Finset.mem_univ x, hx⟩)),
      fun h => hq.2 fun x hx => (term x).2 (h x (Finset.mem_filter.mp hx).2)⟩
  · have hle : ∀ x ∈ Finset.univ.filter (fun x => u1 x - u0 x ∈ B),
        Real.exp (deltaF u0 u1 - a) * boltzmann u0 x ≤ boltzmann u1 x := by
      intro x hx
      have ha : u1 x - u0 x ≤ a := hs (Finset.mem_filter.mp hx).2
      rw [boltzmann_reweight u0 u1 x]
      exact mul_le_mul_of_nonneg_right (Real.exp_le_exp.mpr (by linarith)) (boltzmann_pos u0 x).le
    have hq := Finset.sum_eq_sum_iff_of_le hle
    exact ⟨fun h x hx =>
        (term x).1 (hq.1 h.symm x (Finset.mem_filter.mpr ⟨Finset.mem_univ x, hx⟩)).symm,
      fun h => (hq.2 fun x hx => ((term x).2 (h x (Finset.mem_filter.mp hx).2)).symm).symm⟩

/-- For an occupied bin of width `h` centred at `c`, the binning error equals `h / 2` exactly when
all gap values in the bin sit at its lower edge or all sit at its upper edge. -/
theorem binning_error_eq_iff (u0 u1 : X → ℝ) {B : Set ℝ} {c h : ℝ}
    (hB : ∃ x, u1 x - u0 x ∈ B) (hI : B ⊆ Set.Icc (c - h / 2) (c + h / 2)) :
    |overlapLogRatio u0 u1 B - (deltaF u0 u1 - c)| = h / 2 ↔
      (∀ x, u1 x - u0 x ∈ B → u1 x - u0 x = c - h / 2) ∨
      (∀ x, u1 x - u0 x ∈ B → u1 x - u0 x = c + h / 2) := by
  have hh : 0 ≤ h / 2 := (abs_nonneg _).trans (binning_error_le u0 u1 hB hI)
  rw [← overlapLogRatio_eq_iff u0 u1 hB (Or.inl fun _ hw => (hI hw).1),
    ← overlapLogRatio_eq_iff u0 u1 hB (Or.inr fun _ hw => (hI hw).2), abs_eq hh]
  constructor
  · rintro (h1 | h1)
    · left; linarith
    · right; linarith
  · rintro (h1 | h1)
    · left; linarith
    · right; linarith

/-- A weighted average over occupied bins of width `h` of the estimates "log-ratio plus bin
centre" differs from `ΔF` by at most `h / 2`. -/
theorem averaged_estimate_error_le {K : Type*} (s : Finset K) (u0 u1 : X → ℝ)
    (B : K → Set ℝ) (c w : K → ℝ) {h : ℝ}
    (hB : ∀ k ∈ s, ∃ x, u1 x - u0 x ∈ B k)
    (hI : ∀ k ∈ s, B k ⊆ Set.Icc (c k - h / 2) (c k + h / 2))
    (hw : ∀ k ∈ s, 0 ≤ w k) (hw1 : ∑ k ∈ s, w k = 1) :
    |∑ k ∈ s, w k * (overlapLogRatio u0 u1 (B k) + c k) - deltaF u0 u1| ≤ h / 2 := by
  -- since the weights sum to one, the total error is the average of the bin errors
  have e : ∑ k ∈ s, w k * (overlapLogRatio u0 u1 (B k) + c k) - deltaF u0 u1
      = ∑ k ∈ s, w k * (overlapLogRatio u0 u1 (B k) - (deltaF u0 u1 - c k)) := by
    have hF : ∑ k ∈ s, w k * deltaF u0 u1 = deltaF u0 u1 := by
      rw [← Finset.sum_mul, hw1, one_mul]
    calc _ = ∑ k ∈ s, w k * (overlapLogRatio u0 u1 (B k) + c k)
          - ∑ k ∈ s, w k * deltaF u0 u1 := by rw [hF]
      _ = _ := by
        rw [← Finset.sum_sub_distrib]
        exact Finset.sum_congr rfl fun k _ => by ring
  rw [e]
  calc _ ≤ ∑ k ∈ s, |w k * (overlapLogRatio u0 u1 (B k) - (deltaF u0 u1 - c k))| :=
        Finset.abs_sum_le_sum_abs _ _
    _ ≤ ∑ k ∈ s, w k * (h / 2) := by
        refine Finset.sum_le_sum fun k hk => ?_
        rw [abs_mul, abs_of_nonneg (hw k hk)]
        exact mul_le_mul_of_nonneg_left (binning_error_le u0 u1 (hB k hk) (hI k hk)) (hw k hk)
    _ = h / 2 := by rw [← Finset.sum_mul, hw1, one_mul]

end

end OverlappingDistribution
```

```lean
#print axioms OverlappingDistribution.gapProb_singleton
#print axioms OverlappingDistribution.binning_error_le
#print axioms OverlappingDistribution.binning_error_eq_iff
#print axioms OverlappingDistribution.averaged_estimate_error_le
```

```
'OverlappingDistribution.gapProb_singleton' depends on axioms: [propext, Classical.choice, Quot.sound]
'OverlappingDistribution.binning_error_le' depends on axioms: [propext, Classical.choice, Quot.sound]
'OverlappingDistribution.binning_error_eq_iff' depends on axioms: [propext, Classical.choice, Quot.sound]
'OverlappingDistribution.averaged_estimate_error_le' depends on axioms: [propext, Classical.choice, Quot.sound]
```

## How the Lean proof follows the derivation

`boltzmann_reweight` proves the pointwise identity: `e` evaluates exp(ΔF) as Z0/Z1, while `e2` and `e3` split the exponentials. `gapProb_singleton` sums it at a fixed gap value.

`gapProb_pos` supplies the positivity needed to divide and take logarithms. In `overlapLogRatio_mem_Icc`, the logarithmic bounds are turned into inequalities between sums, and `Finset.sum_le_sum` reduces these to single configurations. There the reweighting identity and monotonicity of the exponential finish the argument. `binning_error_le` then needs only `abs_le` and linear arithmetic.

For sharpness, `overlapLogRatio_eq_iff` treats a bin lying on one side of a value `a`. Its step `key` restates the equality of logarithms as an equality of sums, `term` identifies when a single term is an equality, and `Finset.sum_eq_sum_iff_of_le` links the two. `binning_error_eq_iff` applies this at both edges.

In `averaged_estimate_error_le`, the step `e` uses the normalisation of the weights to write the total error as the average of the bin errors. The triangle inequality and `binning_error_le` then give the bound.
